# Löwdin populations of basis functions lie between 0 and 1 for singly occupied orthonormal orbitals and add up to the number of orbitals

A population belongs here to one basis function, and each occupied orbital holds one electron. The population is taken to be a complex number, the diagonal entry of a complex matrix, so its reality is something to prove and not part of its type. The square root of the overlap matrix is likewise given by two properties only: it is Hermitian and its square is the overlap matrix. The usual Löwdin choice, the positive root $S^{1/2}$, is one such matrix. The results hold for every Hermitian root, although the populations themselves may depend on which root is used.

## Orbitals, densities and populations

The basis functions are labelled by a finite type `n` and the occupied orbitals by a finite type `m`, with $N$ = `Fintype.card m`.

```lean
import Mathlib

open Matrix

namespace LoewdinPopulations

variable {n m : Type*} [Fintype n] [Fintype m]
```

The matrix $C$ has one row per basis function and one column per occupied orbital. With $\dagger$ for the conjugate transpose, written `ᴴ` in Lean, the density matrix is $P = CC^\dagger$. Each orbital is occupied once, so the setting is that of spin orbitals, or of one spin channel. A closed-shell density $2CC^\dagger$ doubles every population.

```lean
/-- The density matrix `P = C Cᴴ` of the occupied orbitals, the columns of `C`. -/
def density (C : Matrix n m ℂ) : Matrix n n ℂ := C * Cᴴ
```

Let $S$ be the overlap matrix and $R$ its root. If $R$ is invertible, the columns of $R^{-1}$ are the coefficients of an orthonormal basis, called the Löwdin basis here, and the density matrix in that basis is $D = RPR$. If $R$ is singular, this basis does not exist, but the same formula still defines $D$.

```lean
/-- The density matrix `R P R` in the Löwdin basis, where `R` is a square root of the overlap. -/
def loewdinDensity (R : Matrix n n ℂ) (C : Matrix n m ℂ) : Matrix n n ℂ :=
  R * density C * R
```

The Löwdin population of function $p$ is $q_p = D_{pp}$.

```lean
/-- The Löwdin population `(R P R)_pp` of basis function `p`, as a complex number. -/
def loewdinPop (R : Matrix n n ℂ) (C : Matrix n m ℂ) (p : n) : ℂ := loewdinDensity R C p p
```

The Mulliken population of the same function is $(PS)_{pp}$.

```lean
/-- The Mulliken population `(P S)_pp` of basis function `p`, as a complex number. -/
def mullikenPop (S : Matrix n n ℂ) (C : Matrix n m ℂ) (p : n) : ℂ := (density C * S) p p
```

Three hypotheses recur below.

- `hR` says that $R^\dagger = R$.
- `hS` says that $R^2 = S$.
- `hC` says that $C^\dagger S C = 1$: the occupied orbitals are orthonormal in the physical inner product, which in a non-orthogonal basis is carried by $S$.

The orbitals need not solve the Hartree–Fock equations. The overlap matrix may be singular, as for a linearly dependent basis, because $R$ is never inverted.

## (a) The adjoint of the Löwdin density

**Task.** For Hermitian $R$ and any $C$, show that
$$D^\dagger = D.$$

**Solution.** The adjoint reverses the order of a product, so
$$(R\,CC^\dagger R)^\dagger = R^\dagger\, CC^\dagger R^\dagger = R\,CC^\dagger R.$$
In Lean, `simp` applies the same reversal and then regroups the brackets.

```lean
/-- For Hermitian `R`, the Löwdin density matrix is Hermitian. -/
theorem loewdinDensity_isHermitian {R : Matrix n n ℂ} (hR : R.IsHermitian)
    (C : Matrix n m ℂ) : (loewdinDensity R C).IsHermitian := by
  unfold Matrix.IsHermitian loewdinDensity density
  simp only [Matrix.conjTranspose_mul, Matrix.conjTranspose_conjTranspose, hR.eq,
    Matrix.mul_assoc]
```

## (b) The square of the Löwdin density

**Task.** For $R^2 = S$ and orthonormal orbitals, show that
$$D^2 = D.$$

**Solution.** The two inner factors $R$ meet and form $S$:
$$D^2 = RCC^\dagger R\,R\,CC^\dagger R = RC\,(C^\dagger S C)\,C^\dagger R = RCC^\dagger R = D.$$
Together with (a), this makes $D$ an orthogonal projector. The `calc` block has the same two stages: it first isolates the bracket $C^\dagger R^2 C$ and then replaces it by the identity.

```lean
/-- For orbitals orthonormal in the metric `S = R²`, the Löwdin density matrix is idempotent. -/
theorem loewdinDensity_idempotent [DecidableEq m] {R S : Matrix n n ℂ} {C : Matrix n m ℂ}
    (hS : R * R = S) (hC : Cᴴ * S * C = 1) :
    loewdinDensity R C * loewdinDensity R C = loewdinDensity R C := by
  unfold loewdinDensity density
  calc R * (C * Cᴴ) * R * (R * (C * Cᴴ) * R)
      = R * C * (Cᴴ * (R * R) * C) * (Cᴴ * R) := by simp only [Matrix.mul_assoc]
    _ = R * (C * Cᴴ) * R := by
        rw [hS, hC, Matrix.mul_one]
        simp only [Matrix.mul_assoc]
```

## (c) A population as a sum over its row

**Task.** Under all three hypotheses, show that
$$q_p = \sum_r |D_{pr}|^2.$$

**Solution.** Read the diagonal entry of $D = D^2$ and use $D_{rp} = \overline{D_{pr}}$ from (a):
$$q_p = D_{pp} = \sum_r D_{pr}D_{rp} = \sum_r D_{pr}\overline{D_{pr}} = \sum_r |D_{pr}|^2.$$
In the Lean statement the right-hand side is a real sum regarded as a complex number, so the equation also says that $q_p$ is real. The two uses of `congrFun` pick out the diagonal entry, and `Complex.mul_conj` turns each product into a squared modulus.

```lean
/-- For a Hermitian root of the overlap and orthonormal orbitals, a Löwdin population is the sum of
the squared moduli of the Löwdin density matrix elements in its row. -/
theorem loewdinPop_eq_sum [DecidableEq m] {R S : Matrix n n ℂ} {C : Matrix n m ℂ}
    (hR : R.IsHermitian) (hS : R * R = S) (hC : Cᴴ * S * C = 1) (p : n) :
    loewdinPop R C p = ((∑ r, ‖loewdinDensity R C p r‖ ^ 2 : ℝ) : ℂ) := by
  have h := congrFun (congrFun (loewdinDensity_idempotent hS hC) p) p
  rw [Matrix.mul_apply] at h
  unfold loewdinPop
  rw [← h, Complex.ofReal_sum]
  refine Finset.sum_congr rfl fun r _ => ?_
  -- hermiticity turns each product into a squared modulus
  rw [← (loewdinDensity_isHermitian hR C).apply r p]
  have h2 := Complex.mul_conj (loewdinDensity R C p r)
  rw [Complex.normSq_eq_norm_sq] at h2
  exact h2
```

## (d) The off-diagonal part of a row

**Task.** Under the same hypotheses, show that
$$\sum_{r\neq p}|D_{pr}|^2 = q_p(1-q_p).$$

**Solution.** Since $q_p$ is real, the term $r=p$ in (c) is $|D_{pp}|^2 = q_p^2$. Splitting it off gives
$$q_p = q_p^2 + \sum_{r\ne p}|D_{pr}|^2,$$
and moving $q_p^2$ to the left gives the result. Lean writes the restricted sum over `Finset.univ.erase p` and uses the real part of the population. The facts `hre`, `hn` and `h1` are the row sum, the diagonal term and the splitting, and `linear_combination` combines them.

```lean
/-- For a Hermitian root of the overlap and orthonormal orbitals, the squared moduli of the
off-diagonal elements of the Löwdin density matrix in row `p` add up to `q (1 - q)`, where `q` is
the Löwdin population of function `p`. -/
theorem sum_offDiagonal [DecidableEq n] [DecidableEq m] {R S : Matrix n n ℂ}
    {C : Matrix n m ℂ} (hR : R.IsHermitian) (hS : R * R = S) (hC : Cᴴ * S * C = 1) (p : n) :
    ∑ r ∈ Finset.univ.erase p, ‖loewdinDensity R C p r‖ ^ 2
      = (loewdinPop R C p).re * (1 - (loewdinPop R C p).re) := by
  have hq := loewdinPop_eq_sum hR hS hC p
  have hre : (loewdinPop R C p).re = ∑ r, ‖loewdinDensity R C p r‖ ^ 2 := by
    rw [hq]; exact Complex.ofReal_re _
  have him : (loewdinPop R C p).im = 0 := by
    rw [hq]; exact Complex.ofReal_im _
  have hn : ‖loewdinDensity R C p p‖ ^ 2 = (loewdinPop R C p).re ^ 2 := by
    change ‖loewdinPop R C p‖ ^ 2 = _
    rw [Complex.sq_norm, Complex.normSq_apply, him]
    ring
  -- split the diagonal term off the full row sum
  have h1 : ‖loewdinDensity R C p p‖ ^ 2
      + ∑ r ∈ Finset.univ.erase p, ‖loewdinDensity R C p r‖ ^ 2
      = ∑ r, ‖loewdinDensity R C p r‖ ^ 2 :=
    Finset.add_sum_erase Finset.univ (fun r => ‖loewdinDensity R C p r‖ ^ 2)
      (Finset.mem_univ p)
  linear_combination h1 - hre - hn
```

The same argument bounds a single element. Keeping one term with $r\neq p$ gives $|D_{pr}|^2 \le q_p(1-q_p) \le \tfrac14$, hence $|D_{pr}|\le\tfrac12$; this corollary is derived here by hand and has no theorem in the file.

## (e) Comparing the two totals

**Task.** For $R^2=S$ and any $C$, orthonormal or not, show that
$$\sum_p (RPR)_{pp} = \sum_p (PS)_{pp}.$$

**Solution.** Both sides are traces, and the trace is cyclic:
$$\operatorname{tr}(RPR) = \operatorname{tr}(RRP) = \operatorname{tr}(SP) = \operatorname{tr}(PS).$$
In Lean, `change` rewrites the sums as traces, and `Matrix.trace_mul_comm` is used once for each cyclic move. Hermiticity of $R$ is not needed.

```lean
/-- Löwdin and Mulliken populations have the same total, whether or not the orbitals are
orthonormal. -/
theorem total_loewdin_eq_total_mulliken {R S : Matrix n n ℂ} (hS : R * R = S)
    (C : Matrix n m ℂ) : ∑ p, loewdinPop R C p = ∑ p, mullikenPop S C p := by
  change Matrix.trace (R * density C * R) = Matrix.trace (density C * S)
  rw [Matrix.trace_mul_comm (R * density C) R, ← Matrix.mul_assoc, hS,
    Matrix.trace_mul_comm S (density C)]
```

## (f) Reality, bounds and the electron count

**Task.** Under all three hypotheses, show that for every $p$
$$\operatorname{Im} q_p = 0,\qquad 0\le \operatorname{Re} q_p\le 1,$$
and that
$$\sum_p q_p = \sum_p (PS)_{pp} = N.$$

**Solution.** By (c), $q_p$ is a sum of squares, so it is real and nonnegative. By (d), $q_p(1-q_p)$ is also a sum of squares. If $q_p$ were larger than 1, this product would be negative, so $q_p\le 1$. For the total, orthonormality gives
$$\operatorname{tr}(PS) = \operatorname{tr}(CC^\dagger S) = \operatorname{tr}(C^\dagger S C) = \operatorname{tr}(1_N) = N,$$
and (e) carries this value over to the Löwdin populations.

The Lean proof establishes the Mulliken total first, as `hM`. In the last line `nlinarith` derives the upper bound, which follows from $q_p(1-q_p)\ge 0$. The theorem bounds each Löwdin population, but for the Mulliken populations it fixes only the sum.

```lean
/-- For a Hermitian root of the overlap and `N` orthonormal occupied orbitals, every Löwdin
population is real and lies between 0 and 1, and the Löwdin and the Mulliken populations both sum to
`N`. -/
theorem loewdin_populations [DecidableEq m] {R S : Matrix n n ℂ} {C : Matrix n m ℂ}
    (hR : R.IsHermitian) (hS : R * R = S) (hC : Cᴴ * S * C = 1) :
    (∀ p, (loewdinPop R C p).im = 0 ∧ 0 ≤ (loewdinPop R C p).re ∧ (loewdinPop R C p).re ≤ 1)
    ∧ ∑ p, loewdinPop R C p = (Fintype.card m : ℂ)
    ∧ ∑ p, mullikenPop S C p = (Fintype.card m : ℂ) := by
  classical
  have hM : ∑ p, mullikenPop S C p = (Fintype.card m : ℂ) := by
    change Matrix.trace (C * Cᴴ * S) = _
    rw [Matrix.mul_assoc, Matrix.trace_mul_comm, hC, Matrix.trace_one]
  refine ⟨fun p => ?_, (total_loewdin_eq_total_mulliken hS C).trans hM, hM⟩
  have hq := loewdinPop_eq_sum hR hS hC p
  have h0 : 0 ≤ (loewdinPop R C p).re := by
    rw [hq, Complex.ofReal_re]
    positivity
  refine ⟨by rw [hq]; exact Complex.ofReal_im _, h0, ?_⟩
  -- `q (1 - q)` is a sum of squares, so `q` cannot exceed 1
  have h1 : 0 ≤ (loewdinPop R C p).re * (1 - (loewdinPop R C p).re) := by
    rw [← sum_offDiagonal hR hS hC p]
    positivity
  nlinarith
```

## (g) Populations at the ends of the interval

**Task.** Under the same hypotheses, show that
$$q_p\in\{0,1\}\iff D_{pr}=0\ \text{ for all } r\neq p.$$

**Solution.** If $q_p$ is 0 or 1, the right-hand side of (d) vanishes. A sum of nonnegative terms that vanishes has only zero terms, so every $D_{pr}$ with $r\ne p$ is zero. Conversely, if these elements are zero, then $q_p(1-q_p)=0$, and one of the two factors is zero. The Lean proof treats the two directions in this order, with `Finset.sum_eq_zero_iff_of_nonneg` for the first and `mul_eq_zero` for the second.

```lean
/-- For a Hermitian root of the overlap and orthonormal orbitals, a Löwdin population is exactly 0
or 1 if and only if all off-diagonal elements of the Löwdin density matrix in its row vanish. -/
theorem population_zero_or_one_iff [DecidableEq m] {R S : Matrix n n ℂ} {C : Matrix n m ℂ}
    (hR : R.IsHermitian) (hS : R * R = S) (hC : Cᴴ * S * C = 1) (p : n) :
    ((loewdinPop R C p).re = 0 ∨ (loewdinPop R C p).re = 1)
      ↔ ∀ r, r ≠ p → loewdinDensity R C p r = 0 := by
  classical
  have hs := sum_offDiagonal hR hS hC p
  constructor
  · intro h r hr
    have h0 : ∑ r ∈ Finset.univ.erase p, ‖loewdinDensity R C p r‖ ^ 2 = 0 := by
      rw [hs]
      rcases h with h | h <;> rw [h] <;> norm_num
    have h1 := (Finset.sum_eq_zero_iff_of_nonneg (fun i _ => by positivity)).1 h0 r
      (Finset.mem_erase.2 ⟨hr, Finset.mem_univ r⟩)
    exact norm_eq_zero.1 ((pow_eq_zero_iff two_ne_zero).1 h1)
  · intro h
    have h0 : ∑ r ∈ Finset.univ.erase p, ‖loewdinDensity R C p r‖ ^ 2 = 0 :=
      Finset.sum_eq_zero fun r hr => by
        rw [h r (Finset.ne_of_mem_erase hr)]
        simp
    rw [hs] at h0
    rcases mul_eq_zero.1 h0 with h1 | h1
    · exact Or.inl h1
    · exact Or.inr (by linarith)
```

The smallest basis shows the equivalence at work. With a single basis function there are no off-diagonal elements, so its population must be 0 or 1. It is 0 when no orbital is occupied and 1 when one is.

## (h) The population of a fragment

**Task.** Let $A$ be a set of $|A|$ basis functions, for example those centred on one atom. Under the same hypotheses, show that
$$\sum_{p\in A} q_p\le\min(|A|,N).$$

**Solution.** Each of the $|A|$ terms is at most 1, which gives the bound $|A|$. All populations are nonnegative, so the sum over $A$ is at most the sum over all functions, which is $N$. In Lean, `le_min` separates the two bounds, and both follow from the theorem in (f).

For a single determinant in a finite basis, Löwdin analysis therefore never assigns an atom more electrons of one spin than the atom has basis functions.

```lean
/-- For a Hermitian root of the overlap and orthonormal orbitals, the Löwdin population of a
fragment `A` exceeds neither the number of its basis functions nor the number of occupied orbitals.
-/
theorem fragment_population_le [DecidableEq m] {R S : Matrix n n ℂ} {C : Matrix n m ℂ}
    (hR : R.IsHermitian) (hS : R * R = S) (hC : Cᴴ * S * C = 1) (A : Finset n) :
    ∑ p ∈ A, (loewdinPop R C p).re ≤ min (A.card : ℝ) (Fintype.card m : ℝ) := by
  obtain ⟨hp, hN, -⟩ := loewdin_populations hR hS hC
  refine le_min ?_ ?_
  · calc ∑ p ∈ A, (loewdinPop R C p).re ≤ ∑ _p ∈ A, (1 : ℝ) :=
          Finset.sum_le_sum fun p _ => (hp p).2.2
      _ = A.card := by simp
  · have h := congrArg Complex.re hN
    rw [Complex.re_sum, Complex.natCast_re] at h
    rw [← h]
    exact Finset.sum_le_sum_of_subset_of_nonneg (Finset.subset_univ A)
      fun p _ _ => (hp p).2.1
```

## (i) Two strongly overlapping functions

**Task.** Number two normalized functions 0 and 1, as Lean does, and take
$$R=\begin{pmatrix}4/5&3/5\\3/5&4/5\end{pmatrix},\qquad S=\begin{pmatrix}1&24/25\\24/25&1\end{pmatrix},\qquad C=\begin{pmatrix}1\\0\end{pmatrix}.$$
Show that all three hypotheses are met and that
$$(RPR)_{00}=\tfrac{16}{25},\qquad (PS)_{00}=1.$$

**Solution.** $R$ is real and symmetric. The diagonal entries of $R^2$ are $\tfrac{16}{25}+\tfrac{9}{25}=1$ and the off-diagonal entries are $2\cdot\tfrac{12}{25}=\tfrac{24}{25}$, so $R^2=S$. Also $C^\dagger SC=S_{00}=1$. The Löwdin coefficients are $RC=(4/5,\,3/5)^T$, which gives $q_0=\tfrac{16}{25}$ and leaves $q_1=\tfrac{9}{25}$. Since $P$ has the single nonzero entry $P_{00}=1$, the Mulliken population is $(PS)_{00}=S_{00}=1$.

The eigenvalues of $R$ are $7/5$ and $1/5$, so this is the usual positive root. The occupied orbital is exactly function 0, yet the Löwdin scheme assigns more than a third of the electron to function 1. The two schemes agree on the total and differ in how they divide it. Lean checks the five statements entry by entry.

```lean
/-- A Hermitian square root of the overlap matrix of two functions with overlap 24/25. -/
noncomputable def rootTwo : Matrix (Fin 2) (Fin 2) ℂ := !![4/5, 3/5; 3/5, 4/5]

/-- The overlap matrix of two normalized functions with overlap 24/25. -/
noncomputable def overlapTwo : Matrix (Fin 2) (Fin 2) ℂ := !![1, 24/25; 24/25, 1]

/-- A single occupied orbital equal to the first basis function. -/
def firstOrbital : Matrix (Fin 2) (Fin 1) ℂ := !![1; 0]

/-- Two functions with overlap 24/25 and the first one occupied meet all hypotheses; the first
function has Löwdin population 16/25 and Mulliken population 1. -/
theorem loewdin_populations_witness :
    rootTwo.IsHermitian ∧ rootTwo * rootTwo = overlapTwo
    ∧ firstOrbitalᴴ * overlapTwo * firstOrbital = 1
    ∧ loewdinPop rootTwo firstOrbital 0 = 16/25
    ∧ mullikenPop overlapTwo firstOrbital 0 = 1 := by
  refine ⟨?_, ?_, ?_, ?_, ?_⟩
  · ext i j
    fin_cases i <;> fin_cases j <;> simp [rootTwo, Matrix.conjTranspose_apply]
  · ext i j
    fin_cases i <;> fin_cases j <;>
      norm_num [rootTwo, overlapTwo, Matrix.mul_apply, Fin.sum_univ_succ]
  · ext i j
    fin_cases i
    fin_cases j
    norm_num [firstOrbital, overlapTwo, Matrix.mul_apply, Fin.sum_univ_succ,
      Matrix.conjTranspose_apply]
  · simp only [loewdinPop, loewdinDensity, density, Matrix.mul_apply,
      Matrix.conjTranspose_apply, Fin.sum_univ_two]
    norm_num [rootTwo, firstOrbital]
  · simp only [mullikenPop, density, Matrix.mul_apply,
      Matrix.conjTranspose_apply, Fin.sum_univ_two]
    norm_num [overlapTwo, firstOrbital]

end LoewdinPopulations
```

```lean
#print axioms LoewdinPopulations.population_zero_or_one_iff
#print axioms LoewdinPopulations.fragment_population_le
```

```
'LoewdinPopulations.population_zero_or_one_iff' depends on axioms: [propext, Classical.choice, Quot.sound]
'LoewdinPopulations.fragment_population_le' depends on axioms: [propext, Classical.choice, Quot.sound]
```
